# The Resta screening model: matching condition and closed-form inverse dielectric function

## Physical setting

Put a unit point charge in a medium of static dielectric constant $\epsilon_0>0$ and write its potential at distance $r$, in Gaussian units, as $w(r)/r$. Take $w(r)=\sinh(1-r)/\sinh 1+r/\epsilon_0$ for $r\le 1$ and $w=1/\epsilon_0$ beyond. Then $w(0)=1$ (bare charge) and $w$ is continuous at $r=1$ for any $\epsilon_0$. The inner slope there is $1/\epsilon_0-1/\sinh 1$ and the outer slope is zero, so the electric field is continuous only for $\epsilon_0=\sinh 1$.

With a screening wave number $q_0>0$ and a screening radius $R>0$ the inner function is
$$w(r)=\frac{\sinh(q_0(R-r))}{\sinh(q_0R)}+\frac{r}{\epsilon_0R}.$$
The ratio of screened to bare potential at wave number $q$ is taken as
$$\epsilon^{-1}(q)=\frac1{\epsilon_0}+q\int_0^R\Big(w(r)-\frac1{\epsilon_0}\Big)\sin(qr)\,dr .$$
In self-consistent-field mixing, such a factor can precondition the Fourier components of the density residual, within a homogeneous, isotropic, linear-screening model; the Kerker factor $q^2/(q^2+q_0^2)$ vanishes as $q\to0$, while this one tends to $1/\epsilon_0$.

## Statement

Define
$$\rho(q)=\frac{q^2+q_0^2\,\sin(qR)/(\epsilon_0qR)}{q^2+q_0^2}.$$
`resta_model` says that $w'(R)=0$ exactly when $\epsilon_0=\sinh(q_0R)/(q_0R)$, and that $w'(R)=0$ (a matched model) gives $\epsilon^{-1}(q)=\rho(q)$ for all $q>0$. `closed_form_iff_matched` says that at any $q>0$ with $\sin(qR)\ne0$ the equality holds if and only if $w'(R)=0$. `matched_screens` gives $\epsilon_0>1$ and $\epsilon^{-1}(q)<1$ for all $q>0$ in a matched model. `invEps_tendsto_zero` gives $\epsilon^{-1}(q)\to1/\epsilon_0$ as $q\to0^+$, matched or not.

## Derivation

Let $S=\sinh(q_0R)>0$ and $D=q^2+q_0^2$. Differentiating,
$$w'(r)=\frac1{\epsilon_0R}-\frac{q_0\cosh(q_0(R-r))}{S},\qquad w'(R)=\frac1{\epsilon_0R}-\frac{q_0}{S},$$
which vanishes exactly when $S=\epsilon_0q_0R$.

For the integral write $w-1/\epsilon_0=\sinh(q_0(R-r))/S-(R-r)/(\epsilon_0R)$ and set
$$F(r)=-\frac{q\sinh(q_0(R-r))\cos qr+q_0\cosh(q_0(R-r))\sin qr}{DS}+\frac{(R-r)\cos qr}{qR\epsilon_0}+\frac{\sin qr}{q^2R\epsilon_0}.$$
The first numerator has derivative $-D\sinh(q_0(R-r))\sin qr$, because the $\cosh\cdot\cos$ terms cancel. The last two terms have derivative $-(R-r)\sin(qr)/(\epsilon_0R)$. So $F'$ is the integrand, with
$$F(R)=-\frac{q_0\sin qR}{DS}+\frac{\sin qR}{q^2R\epsilon_0},\qquad F(0)=-\frac qD+\frac1{q\epsilon_0}.$$
In $1/\epsilon_0+q(F(R)-F(0))$ the constants $1/\epsilon_0$ cancel:
$$\epsilon^{-1}(q)=\frac{q^2}{D}-\frac{q\sin qR}{D}\,\frac{q_0}{S}+\frac{\sin qR}{qR\epsilon_0}.$$
Substituting $q_0/S=1/(\epsilon_0R)-w'(R)$ and using $1/q-q/D=q_0^2/(qD)$,
$$\epsilon^{-1}(q)=\rho(q)+\frac{q\sin qR}{q^2+q_0^2}\,w'(R).$$
The closed form and its converse follow at once. Under matching, $x<\sinh x$ at $x=q_0R$ gives $\epsilon_0>1$; then $\sin y<y<\epsilon_0y$ at $y=qR$ makes the numerator of $\rho$ smaller than $D$. As $q\to0^+$, $\sin(qR)/(qR)\to1$, so $\rho\to1/\epsilon_0$, and the correction vanishes.

## What the formal version assumes

`Model` bundles the reals `q0`, `R`, `e0` with their positivity. `Model.w`, `Model.invEps` and `Model.resta` are $w$, $\epsilon^{-1}$ and $\rho$, and `deriv M.w M.R` is $w'(R)$. The inner formula defines `w` for every real $r$, so this derivative is the inner slope; the outer region enters only through the constant $1/\epsilon_0$ and the upper limit $R$. Both $w$ and the sine-transform formula are definitions: they are not derived from linearised Thomas–Fermi theory or from a three-dimensional Fourier transform. The theorems give no lower bound on $\epsilon^{-1}$ and no statement about convergence of a mixing iteration.

The following examples and the alternative model are worked on paper, not in Lean. Take $q_0=R=1$, $\epsilon_0=2$, which is unmatched: $w'(1)=\tfrac12-1/\sinh1\approx-0.351$. At $q=\pi/2$, $\rho\approx0.803$ but $\epsilon^{-1}\approx0.644$, so the closed form fails. At $q=\pi$ the correction vanishes and $\epsilon^{-1}=\rho$ although $w'(1)\neq0$, so the converse needs $\sin(qR)\ne0$.

One could instead define $w$ piecewise, equal to $1/\epsilon_0$ for $r>R$. The integral would be unchanged, but Lean's `deriv` returns $0$ at a kink, so `deriv M.w M.R = 0` would hold for every $\epsilon_0$; matching would then need another formulation, for instance differentiability at $R$ or the vanishing of the one-sided derivative from $r<R$.

## The file

```lean
import Mathlib

open Real Filter Topology

namespace RestaScreening

noncomputable section

/-- Parameters of the Resta model: wave number `q0`, screening radius `R` and static
dielectric constant `e0`, all positive. -/
structure Model where
  q0 : ℝ
  R : ℝ
  e0 : ℝ
  q0_pos : 0 < q0
  R_pos : 0 < R
  e0_pos : 0 < e0

/-- The screening function `w(r) = sinh(q0 (R - r))/sinh(q0 R) + r/(e0 R)`. -/
def Model.w (M : Model) (r : ℝ) : ℝ :=
  sinh (M.q0 * (M.R - r)) / sinh (M.q0 * M.R) + r / (M.e0 * M.R)

/-- The inverse dielectric function obtained from `w` by a sine transform,
`1/e0 + q ∫₀^R (w(r) - 1/e0) sin(q r) dr`. -/
def Model.invEps (M : Model) (q : ℝ) : ℝ :=
  1 / M.e0 + q * ∫ r in (0 : ℝ)..M.R, (M.w r - 1 / M.e0) * sin (q * r)

/-- The closed form `(q² + q0² sin(q R)/(e0 q R))/(q² + q0²)`. -/
def Model.resta (M : Model) (q : ℝ) : ℝ :=
  (q ^ 2 + M.q0 ^ 2 * (sin (q * M.R) / (M.e0 * q * M.R))) / (q ^ 2 + M.q0 ^ 2)

/-- The screening function equals `1` at the origin and `1/e0` at the screening radius. -/
theorem w_boundary (M : Model) : M.w 0 = 1 ∧ M.w M.R = 1 / M.e0 := by
  have hS : sinh (M.q0 * M.R) ≠ 0 := (Real.sinh_pos_iff.2 (mul_pos M.q0_pos M.R_pos)).ne'
  have hR := M.R_pos.ne'
  have he := M.e0_pos.ne'
  constructor
  · simp only [Model.w, sub_zero, zero_div, add_zero]
    exact div_self hS
  · simp only [Model.w, sub_self, mul_zero, Real.sinh_zero, zero_div, zero_add]
    field_simp

/-- The slope of the screening function is
`1/(e0 R) - q0 cosh(q0 (R - r))/sinh(q0 R)` at every `r`. -/
theorem hasDerivAt_w (M : Model) (r : ℝ) :
    HasDerivAt M.w
      (1 / (M.e0 * M.R) - M.q0 * cosh (M.q0 * (M.R - r)) / sinh (M.q0 * M.R)) r := by
  have h1 : HasDerivAt (fun r => M.q0 * (M.R - r)) (M.q0 * (-1)) r :=
    ((hasDerivAt_id' r).const_sub M.R).const_mul M.q0
  have h := (h1.sinh.div_const (sinh (M.q0 * M.R))).fun_add
    ((hasDerivAt_id' r).div_const (M.e0 * M.R))
  exact h.congr_deriv (by ring)

/-- The slope at the screening radius is `1/(e0 R) - q0/sinh(q0 R)`. -/
theorem deriv_w_R (M : Model) :
    deriv M.w M.R = 1 / (M.e0 * M.R) - M.q0 / sinh (M.q0 * M.R) := by
  rw [(hasDerivAt_w M M.R).deriv, sub_self, mul_zero, Real.cosh_zero, mul_one]

/-- For any parameters and `q > 0`, the sine transform equals the closed form plus
`q sin(q R)/(q² + q0²)` times the slope `w'(R)`. -/
theorem invEps_general (M : Model) {q : ℝ} (hq : 0 < q) :
    M.invEps q = M.resta q + q * sin (q * M.R) / (q ^ 2 + M.q0 ^ 2) * deriv M.w M.R := by
  have hS : sinh (M.q0 * M.R) ≠ 0 := (Real.sinh_pos_iff.2 (mul_pos M.q0_pos M.R_pos)).ne'
  have hR := M.R_pos.ne'
  have he := M.e0_pos.ne'
  have hq' := hq.ne'
  have hD : q ^ 2 + M.q0 ^ 2 ≠ 0 := by positivity
  -- explicit antiderivative of the integrand
  have hF : ∀ r : ℝ, HasDerivAt (fun r =>
      -q / ((q ^ 2 + M.q0 ^ 2) * sinh (M.q0 * M.R)) * (sinh (M.q0 * (M.R - r)) * cos (q * r))
      + -M.q0 / ((q ^ 2 + M.q0 ^ 2) * sinh (M.q0 * M.R))
          * (cosh (M.q0 * (M.R - r)) * sin (q * r))
      + 1 / (q * M.R * M.e0) * ((M.R - r) * cos (q * r))
      + 1 / (q ^ 2 * M.R * M.e0) * sin (q * r))
      ((M.w r - 1 / M.e0) * sin (q * r)) r := by
    intro r
    have h0 : HasDerivAt (fun r => M.R - r) (-1) r := (hasDerivAt_id' r).const_sub M.R
    have h1 : HasDerivAt (fun r => M.q0 * (M.R - r)) (M.q0 * (-1)) r := h0.const_mul M.q0
    have h2 : HasDerivAt (fun r => q * r) (q * 1) r := (hasDerivAt_id' r).const_mul q
    have h := ((((h1.sinh.fun_mul h2.cos).const_mul
      (-q / ((q ^ 2 + M.q0 ^ 2) * sinh (M.q0 * M.R)))).fun_add
      ((h1.cosh.fun_mul h2.sin).const_mul
        (-M.q0 / ((q ^ 2 + M.q0 ^ 2) * sinh (M.q0 * M.R))))).fun_add
      ((h0.fun_mul h2.cos).const_mul (1 / (q * M.R * M.e0)))).fun_add
      (h2.sin.const_mul (1 / (q ^ 2 * M.R * M.e0)))
    refine h.congr_deriv ?_
    simp only [Model.w]
    field_simp
    ring
  have hw : Continuous M.w :=
    continuous_iff_continuousAt.2 fun r => (hasDerivAt_w M r).continuousAt
  have hc : Continuous fun r => (M.w r - 1 / M.e0) * sin (q * r) := by
    fun_prop
  -- fundamental theorem of calculus on [0, R]
  have key := intervalIntegral.integral_eq_sub_of_hasDerivAt (a := 0) (b := M.R)
    (fun r _ => hF r) (hc.intervalIntegrable _ _)
  rw [Model.invEps, key, deriv_w_R, Model.resta]
  simp only [sub_self, sub_zero, mul_zero, Real.sinh_zero, Real.cosh_zero, Real.sin_zero,
    Real.cos_zero]
  field_simp
  ring

/-- Resta model: `w'(R) = 0` exactly when `e0 = sinh(q0 R)/(q0 R)`, and in that case the
sine transform equals `(q² + q0² sin(q R)/(e0 q R))/(q² + q0²)` for every `q > 0`. -/
theorem resta_model (M : Model) :
    (deriv M.w M.R = 0 ↔ M.e0 = sinh (M.q0 * M.R) / (M.q0 * M.R)) ∧
    (deriv M.w M.R = 0 → ∀ q, 0 < q → M.invEps q =
      (q ^ 2 + M.q0 ^ 2 * (sin (q * M.R) / (M.e0 * q * M.R))) / (q ^ 2 + M.q0 ^ 2)) := by
  have hx := mul_pos M.q0_pos M.R_pos
  have hS : sinh (M.q0 * M.R) ≠ 0 := (Real.sinh_pos_iff.2 hx).ne'
  constructor
  · rw [deriv_w_R, sub_eq_zero, div_eq_div_iff (mul_pos M.e0_pos M.R_pos).ne' hS,
      eq_div_iff hx.ne']
    constructor <;> intro h <;> linarith
  · intro h q hq
    rw [invEps_general M hq, h, mul_zero, add_zero, Model.resta]

/-- Converse: at a wave number `q > 0` with `sin(q R) ≠ 0`, the sine transform equals the
closed form if and only if `w'(R) = 0`. -/
theorem closed_form_iff_matched (M : Model) {q : ℝ} (hq : 0 < q) (hs : sin (q * M.R) ≠ 0) :
    M.invEps q = M.resta q ↔ deriv M.w M.R = 0 := by
  have hD : q ^ 2 + M.q0 ^ 2 ≠ 0 := by positivity
  have hc : q * sin (q * M.R) / (q ^ 2 + M.q0 ^ 2) ≠ 0 :=
    div_ne_zero (mul_ne_zero hq.ne' hs) hD
  rw [invEps_general M hq]
  constructor
  · intro h
    have h0 : q * sin (q * M.R) / (q ^ 2 + M.q0 ^ 2) * deriv M.w M.R = 0 := by linarith
    exact (mul_eq_zero.1 h0).resolve_left hc
  · intro h
    rw [h, mul_zero, add_zero]

/-- If `w'(R) = 0`, then `e0 > 1` and the inverse dielectric function is below `1` at every
`q > 0`. -/
theorem matched_screens (M : Model) (h : deriv M.w M.R = 0) :
    1 < M.e0 ∧ ∀ q, 0 < q → M.invEps q < 1 := by
  have hx := mul_pos M.q0_pos M.R_pos
  -- x < sinh x for x > 0
  have he : 1 < M.e0 := by
    rw [(resta_model M).1.1 h, lt_div_iff₀ hx, one_mul]
    exact Real.self_lt_sinh_iff.2 hx
  refine ⟨he, fun q hq => ?_⟩
  have hy := mul_pos hq M.R_pos
  -- sin y < y < e0 y
  have h1 : sin (q * M.R) / (M.e0 * q * M.R) < 1 := by
    rw [div_lt_one (mul_pos (mul_pos M.e0_pos hq) M.R_pos)]
    have h2 := Real.sin_lt hy
    have h3 := mul_pos (sub_pos.2 he) hy
    nlinarith
  have h4 := mul_lt_mul_of_pos_left h1 (pow_pos M.q0_pos 2)
  rw [(resta_model M).2 h q hq, div_lt_one (by positivity)]
  linarith

/-- Long-wavelength limit: the inverse dielectric function tends to `1/e0` as `q → 0⁺`. -/
theorem invEps_tendsto_zero (M : Model) :
    Tendsto M.invEps (𝓝[>] 0) (𝓝 (1 / M.e0)) := by
  have ha := M.q0_pos
  have he := M.e0_pos
  have hR := M.R_pos
  have hsinc := Real.continuous_sinc
  -- continuous extension to q = 0, with sin x / x written as sinc x
  have hg : Continuous fun q : ℝ =>
      (q ^ 2 + M.q0 ^ 2 * (Real.sinc (q * M.R) / M.e0)) / (q ^ 2 + M.q0 ^ 2)
        + q * sin (q * M.R) / (q ^ 2 + M.q0 ^ 2) * deriv M.w M.R := by
    fun_prop (disch := (intros; positivity))
  have ht := (hg.tendsto' 0 (1 / M.e0) (by
    simp only [zero_mul, Real.sinc_zero, zero_div, add_zero]
    field_simp
    try ring)).mono_left (nhdsWithin_le_nhds (s := Set.Ioi (0 : ℝ)))
  refine ht.congr' ?_
  filter_upwards [self_mem_nhdsWithin] with q hq
  have hq' : 0 < q := hq
  rw [invEps_general M hq', Model.resta, Real.sinc_of_ne_zero (mul_pos hq' hR).ne']
  ring

/-- The model with `q0 = R = 1` and `e0 = sinh 1`. -/
def unitModel : Model :=
  ⟨1, 1, sinh 1, one_pos, one_pos, Real.sinh_pos_iff.2 one_pos⟩

/-- The model with `q0 = R = 1`, `e0 = sinh 1` has `w'(R) = 0`. -/
theorem matched_witness : deriv unitModel.w unitModel.R = 0 := by
  rw [(resta_model unitModel).1]
  simp [unitModel]

end

end RestaScreening
```

```lean
#print axioms RestaScreening.w_boundary
#print axioms RestaScreening.closed_form_iff_matched
#print axioms RestaScreening.matched_screens
#print axioms RestaScreening.invEps_tendsto_zero
```

```
'RestaScreening.w_boundary' depends on axioms: [propext, Classical.choice, Quot.sound]
'RestaScreening.closed_form_iff_matched' depends on axioms: [propext, Classical.choice, Quot.sound]
'RestaScreening.matched_screens' depends on axioms: [propext, Classical.choice, Quot.sound]
'RestaScreening.invEps_tendsto_zero' depends on axioms: [propext, Classical.choice, Quot.sound]
```

## Notes on the proof

`w_boundary` checks $w(0)=1$ and $w(R)=1/\epsilon_0$. `hasDerivAt_w` builds $w'(r)$ from the chain rule for `sinh`, and `deriv_w_R` evaluates it at $R$ with $\cosh0=1$.

`invEps_general` is the last displayed formula. Its step `hF` differentiates $F$ term by term with the product rule, and `field_simp` with `ring` performs the cancellations. Continuity of the integrand (`hc`) gives integrability, and `intervalIntegral.integral_eq_sub_of_hasDerivAt` turns the integral into $F(R)-F(0)$. The closing `field_simp` and `ring` verify the rearrangement into $\rho$ plus correction, with the explicit slope inserted.

In `resta_model` the first half cross-multiplies $1/(\epsilon_0R)=q_0/S$ into $S=\epsilon_0q_0R$; the second sets the slope to zero in `invEps_general`. `closed_form_iff_matched` shows the prefactor nonzero (`hc`) and uses `mul_eq_zero`. `matched_screens` takes its two inequalities from `Real.self_lt_sinh_iff` and `Real.sin_lt`. `invEps_tendsto_zero` rewrites $\sin(qR)/(qR)$ as `Real.sinc`, which is continuous with value $1$ at $0$; the resulting function (`hg`) is continuous, equals $1/\epsilon_0$ at $q=0$, and agrees with $\epsilon^{-1}$ for $q>0$. `unitModel` is the opening case $q_0=R=1$, $\epsilon_0=\sinh1$, and `matched_witness` confirms that it has $w'(R)=0$.
